# For 0 < aT < 1, the thermal average of exp(ax) exceeds its second-order Sommerfeld estimate

Energies x are measured from the chemical potential, T > 0 is the thermal energy (Boltzmann's constant times the temperature), and f(x) = 1/(exp(x/T) + 1) is the Fermi function. The thermal average of a function H is the integral of −f′(x) H(x) over the real line, and its second-order Sommerfeld estimate is H(0) + (π²/6) T² H″(0).

```lean
import Mathlib

open Real MeasureTheory Set

namespace ThermalFieldEmission

noncomputable section

/-- The Fermi function at thermal energy `T ≠ 0`, with the energy `x` measured from the
chemical potential. -/
def fermi (T x : ℝ) : ℝ := 1 / (exp (x / T) + 1)

/-- The average of `H` over the thermal window `-f'`. -/
def thermalAverage (T : ℝ) (H : ℝ → ℝ) : ℝ := ∫ x, -deriv (fermi T) x * H x

/-- The Sommerfeld expansion of the thermal average, kept to second order in `T`. -/
def sommerfeldEstimate (T : ℝ) (H : ℝ → ℝ) : ℝ :=
  H 0 + π ^ 2 / 6 * T ^ 2 * deriv (deriv H) 0

/-- The exponential weight as a function of the occupation `t`, for `0 < t < 1`. -/
def weight (s t : ℝ) : ℝ := t ^ (-s) * (1 - t) ^ s

/-- The occupation is positive, and the vacancy is `exp (x / T)` times the occupation. -/
theorem fermi_vacancy (T x : ℝ) :
    0 < fermi T x ∧ 1 - fermi T x = exp (x / T) * fermi T x := by
  have h : (exp (x / T) + 1) * fermi T x = 1 := mul_one_div_cancel (by positivity)
  exact ⟨by unfold fermi; positivity, by linear_combination -h⟩

/-- For `T > 0` the slope of the Fermi function is `-f (1 - f) / T`. -/
theorem hasDerivAt_fermi {T : ℝ} (hT : 0 < T) (x : ℝ) :
    HasDerivAt (fermi T) (-(fermi T x * (1 - fermi T x) / T)) x := by
  have hne : exp (x / T) + 1 ≠ 0 := by positivity
  have h1 : HasDerivAt (fun y => exp (y / T) + 1) (exp (x / T) * (1 / T)) x :=
    (((hasDerivAt_id' x).div_const T).exp).add_const 1
  refine ((hasDerivAt_const x (1 : ℝ)).fun_div h1 hne).congr_deriv ?_
  rw [(fermi_vacancy T x).2]
  unfold fermi
  generalize exp (x / T) = E at *
  have hT' := hT.ne'
  field_simp
  ring

/-- For `T > 0` each occupation between 0 and 1 occurs at exactly one energy. -/
theorem fermi_bijOn {T : ℝ} (hT : 0 < T) : BijOn (fermi T) univ (Ioo 0 1) := by
  refine ⟨fun x _ => ?_, fun x _ y _ h => by simpa [fermi, hT.ne'] using h,
    fun t ht => ⟨T * log ((1 - t) / t), mem_univ _, ?_⟩⟩
  · obtain ⟨h0, h1⟩ := fermi_vacancy T x
    exact ⟨h0, by linarith [mul_pos (exp_pos (x / T)) h0]⟩
  · unfold fermi
    rw [mul_div_cancel_left₀ _ hT.ne', exp_log (div_pos (sub_pos.2 ht.2) ht.1), sub_div,
      div_self ht.1.ne', sub_add_cancel, one_div_one_div]

/-- For `T > 0`, the integrand `-f'(x) exp (a x)` written in terms of the occupation. -/
theorem integrand_eq {T : ℝ} (hT : 0 < T) (a x : ℝ) :
    |-(fermi T x * (1 - fermi T x) / T)| • weight (a * T) (fermi T x) =
      -deriv (fermi T) x * exp (a * x) := by
  obtain ⟨hf, hE⟩ := fermi_vacancy T x
  have hv : 0 < 1 - fermi T x := hE ▸ mul_pos (exp_pos _) hf
  have he : weight (a * T) (fermi T x) = exp (a * x) := by
    have hx : x / T * (a * T) = a * x := by
      have hT' := hT.ne'
      field_simp
    rw [weight, hE, Real.mul_rpow (exp_pos _).le hf.le, ← Real.exp_mul, hx,
      Real.rpow_neg hf.le, mul_left_comm, inv_mul_cancel₀ (Real.rpow_pos_of_pos hf _).ne',
      mul_one]
  rw [(hasDerivAt_fermi hT x).deriv, he, abs_neg, abs_of_pos (div_pos (mul_pos hf hv) hT),
    neg_neg, smul_eq_mul]

/-- For `0 < s < 1` the weight is integrable over the occupation, with integral
`π s / sin (π s)`. -/
theorem integral_weight {s : ℝ} (h0 : 0 < s) (h1 : s < 1) :
    IntegrableOn (weight s) (Ioo 0 1) ∧
      ∫ t in Ioo (0 : ℝ) 1, weight s t = π * s / sin (π * s) := by
  have r1 : 0 < (1 - (s : ℂ)).re := by simpa using h1
  have r2 : 0 < (1 + (s : ℂ)).re := by
    have h : (1 + (s : ℂ)).re = 1 + s := by simp
    linarith
  have hp : ∀ t ∈ Ioo (0 : ℝ) 1, (t : ℂ) ^ ((1 - (s : ℂ)) - 1) *
      (1 - (t : ℂ)) ^ ((1 + (s : ℂ)) - 1) = ((weight s t : ℝ) : ℂ) := by
    intro t ht
    have e1 : (1 - (s : ℂ)) - 1 = ((-s : ℝ) : ℂ) := by push_cast; ring
    rw [e1, add_sub_cancel_left, weight, Complex.ofReal_mul, Complex.ofReal_cpow ht.1.le,
      Complex.ofReal_cpow (sub_nonneg.2 ht.2.le), Complex.ofReal_sub, Complex.ofReal_one]
  constructor
  · have h := ((intervalIntegrable_iff_integrableOn_Ioc_of_le zero_le_one).1
      (Complex.betaIntegral_convergent r1 r2)).mono_set Ioo_subset_Ioc_self
    exact MeasureTheory.Integrable.re (h.congr_fun hp measurableSet_Ioo)
  · have hb : Complex.betaIntegral (1 - (s : ℂ)) (1 + (s : ℂ)) =
        ((∫ t in Ioo (0 : ℝ) 1, weight s t : ℝ) : ℂ) := by
      rw [Complex.betaIntegral, intervalIntegral.integral_of_le zero_le_one,
        integral_Ioc_eq_integral_Ioo, ← integral_complex_ofReal]
      exact setIntegral_congr_fun measurableSet_Ioo hp
    have hG := Complex.Gamma_mul_Gamma_eq_betaIntegral r1 r2
    have h2 : (1 - (s : ℂ)) + (1 + (s : ℂ)) = 1 + 1 := by ring
    rw [h2, add_comm 1 (s : ℂ), Complex.Gamma_add_one _ (Complex.ofReal_ne_zero.2 h0.ne'),
      Complex.Gamma_add_one 1 one_ne_zero, Complex.Gamma_one, add_comm (s : ℂ) 1] at hG
    -- the reflection formula produces the sine
    have hR := Complex.Gamma_mul_Gamma_one_sub (s : ℂ)
    apply Complex.ofReal_injective
    rw [← hb]
    push_cast
    linear_combination (s : ℂ) * hR - hG

/-- For `a, T > 0` the function `-f'(x) exp (a x)` is integrable on the line exactly when
`a T < 1`. -/
theorem integrable_iff {T a : ℝ} (hT : 0 < T) (ha : 0 < a) :
    Integrable (fun x => -deriv (fermi T) x * exp (a * x)) ↔ a * T < 1 := by
  have hi := integrableOn_image_iff_integrableOn_abs_deriv_smul MeasurableSet.univ
    (fun x _ => (hasDerivAt_fermi hT x).hasDerivWithinAt) (fermi_bijOn hT).injOn
    (weight (a * T))
  rw [(fermi_bijOn hT).image_eq, integrableOn_univ] at hi
  have hw : IntegrableOn (weight (a * T)) (Ioo 0 1) ↔
      Integrable (fun x => -deriv (fermi T) x * exp (a * x)) :=
    hi.trans (integrable_congr (.of_forall fun x => integrand_eq hT a x))
  have hs := mul_pos ha hT
  rw [← hw]
  refine ⟨fun h => ?_, fun h => (integral_weight hs h).1⟩
  generalize a * T = s at h hs ⊢
  -- at small occupation the weight dominates a multiple of `t ^ (-s)`
  have hm := Integrable.const_mul
    (h.mono_set (Ioo_subset_Ioo_right (by norm_num : (1 / 2 : ℝ) ≤ 1))) ((2 : ℝ) ^ s)
  have hr : IntegrableOn (fun t : ℝ => t ^ (-s)) (Ioo 0 (1 / 2)) := by
    refine Integrable.mono' hm (measurable_id.pow_const _).aestronglyMeasurable
      ((ae_restrict_iff' measurableSet_Ioo).2 (.of_forall fun t ht => ?_))
    show ‖t ^ (-s)‖ ≤ 2 ^ s * (t ^ (-s) * (1 - t) ^ s)
    have hp : 0 < t ^ (-s) := Real.rpow_pos_of_pos ht.1 _
    have h1 : 1 ≤ (2 : ℝ) ^ s * (1 - t) ^ s := by
      rw [← Real.mul_rpow (by norm_num) (by linarith [ht.2])]
      exact Real.one_le_rpow (by linarith [ht.2]) hs.le
    rw [Real.norm_of_nonneg hp.le]
    linarith [mul_le_mul_of_nonneg_left h1 hp.le]
  linarith [(intervalIntegral.integrableOn_Ioo_rpow_iff one_half_pos).1 hr]

/-- For `a, T > 0` with `a T < 1`, the thermal average of `exp (a x)` is
`π a T / sin (π a T)`. -/
theorem thermalAverage_exp {T a : ℝ} (hT : 0 < T) (ha : 0 < a) (h1 : a * T < 1) :
    thermalAverage T (fun x => exp (a * x)) = π * (a * T) / sin (π * (a * T)) := by
  have h := integral_image_eq_integral_abs_deriv_smul MeasurableSet.univ
    (fun x _ => (hasDerivAt_fermi hT x).hasDerivWithinAt) (fermi_bijOn hT).injOn
    (weight (a * T))
  rw [(fermi_bijOn hT).image_eq, (integral_weight (mul_pos ha hT) h1).2,
    setIntegral_univ] at h
  exact (integral_congr_ae (.of_forall fun x => (integrand_eq hT a x).symm)).trans h.symm

/-- The second-order Sommerfeld estimate for `exp (a x)` is `1 + (π a T)² / 6`. -/
theorem sommerfeldEstimate_exp (T a : ℝ) :
    sommerfeldEstimate T (fun x => exp (a * x)) = 1 + (π * (a * T)) ^ 2 / 6 := by
  have h : ∀ x, HasDerivAt (fun x => exp (a * x)) (exp (a * x) * a) x := by
    intro x
    simpa using ((hasDerivAt_id' x).const_mul a).exp
  have h1 : deriv (fun x => exp (a * x)) = fun x => exp (a * x) * a :=
    funext fun x => (h x).deriv
  unfold sommerfeldEstimate
  rw [h1, ((h 0).mul_const a).deriv]
  simp only [mul_zero, Real.exp_zero]
  ring

/-- For `a, T > 0` with `a T < 1`, the second-order Sommerfeld estimate lies strictly below
the thermal average of `exp (a x)`. -/
theorem sommerfeld_lt_thermalAverage {T a : ℝ} (hT : 0 < T) (ha : 0 < a) (h : a * T < 1) :
    sommerfeldEstimate T (fun x => exp (a * x)) < thermalAverage T (fun x => exp (a * x)) := by
  rw [sommerfeldEstimate_exp, thermalAverage_exp hT ha h]
  have h0 : 0 < π * (a * T) := mul_pos Real.pi_pos (mul_pos ha hT)
  have hy : π * (a * T) < π := by nlinarith [Real.pi_pos]
  generalize π * (a * T) = y at h0 hy ⊢
  have up : ∀ g g' : ℝ → ℝ, (∀ x, HasDerivAt g (g' x) x) → g 0 = 0 →
      (∀ x, 0 ≤ x → 0 ≤ g' x) → ∀ x, 0 ≤ x → 0 ≤ g x := by
    intro g g' hg hz hp x hx
    have hm : MonotoneOn g (Ici 0) := monotoneOn_of_deriv_nonneg (convex_Ici 0)
      (fun y _ => (hg y).continuousAt.continuousWithinAt)
      (fun y _ => (hg y).differentiableAt.differentiableWithinAt)
      (fun y hy => by rw [(hg y).deriv]; exact hp y (interior_subset hy))
    exact hz ▸ hm self_mem_Ici hx hx
  -- integrate the bound `1 - x² / 2 ≤ cos x` three times
  have s1 := up (fun x => sin x - (x - x ^ 3 / 6)) (fun x => cos x - (1 - x ^ 2 / 2))
    (fun x => ((Real.hasDerivAt_sin x).fun_sub ((hasDerivAt_id' x).fun_sub
      ((hasDerivAt_pow 3 x).div_const 6))).congr_deriv (by norm_num; ring))
    (by simp) (fun x _ => sub_nonneg.2 Real.one_sub_sq_div_two_le_cos)
  have s2 := up (fun x => x ^ 4 / 24 - x ^ 2 / 2 + 1 - cos x)
    (fun x => sin x - (x - x ^ 3 / 6))
    (fun x => (((((hasDerivAt_pow 4 x).div_const 24).fun_sub
      ((hasDerivAt_pow 2 x).div_const 2)).add_const 1).fun_sub
      (Real.hasDerivAt_cos x)).congr_deriv (by norm_num; ring)) (by simp) s1
  have s3 := up (fun x => x ^ 5 / 120 - x ^ 3 / 6 + x - sin x)
    (fun x => x ^ 4 / 24 - x ^ 2 / 2 + 1 - cos x)
    (fun x => (((((hasDerivAt_pow 5 x).div_const 120).fun_sub
      ((hasDerivAt_pow 3 x).div_const 6)).fun_add (hasDerivAt_id' x)).fun_sub
      (Real.hasDerivAt_sin x)).congr_deriv (by norm_num; ring)) (by simp) s2 y h0.le
  rw [lt_div_iff₀ (Real.sin_pos_of_pos_of_lt_pi h0 hy)]
  have h14 : 0 < 14 - y ^ 2 := by nlinarith [Real.pi_lt_d2]
  have h5 : 0 < y ^ 5 * (14 - y ^ 2) := mul_pos (by positivity) h14
  calc (1 + y ^ 2 / 6) * sin y ≤ (1 + y ^ 2 / 6) * (y - y ^ 3 / 6 + y ^ 5 / 120) :=
        mul_le_mul_of_nonneg_left (by linarith) (by positivity)
    _ < y := by nlinarith [h5]

end

end ThermalFieldEmission
```

```lean
#print axioms ThermalFieldEmission.integrable_iff
-- 'ThermalFieldEmission.integrable_iff' depends on axioms: [propext, Classical.choice, Quot.sound]
#print axioms ThermalFieldEmission.sommerfeld_lt_thermalAverage
-- 'ThermalFieldEmission.sommerfeld_lt_thermalAverage' depends on axioms: [propext, Classical.choice, Quot.sound]
```

## Convergence, value and comparison for H(x) = exp(ax)

The definitions `fermi`, `thermalAverage` and `sommerfeldEstimate` transcribe the three formulas of the opening paragraph. The last two accept any real function `H`, and their derivatives are Mathlib's `deriv`, so the slope of the Fermi function is computed and not postulated.

The main theorems take real numbers a > 0 and T > 0:

- `integrable_iff` says that −f′(x) exp(ax) is integrable on the whole line exactly when aT < 1.
- `thermalAverage_exp` says that, for aT < 1, the average equals πaT/sin(πaT).
- `sommerfeld_lt_thermalAverage` says that, for aT < 1, the second-order estimate is strictly smaller than the average.

The estimate itself is evaluated in `sommerfeldEstimate_exp`. Since H(0) = 1 and H″(0) = a², it is

1 + (πaT)²/6.

At aT = 1/2, for example, the average is π/2 ≈ 1.571 and the estimate is 1 + π²/24 ≈ 1.411. The strict inequality needs a ≠ 0, because at a = 0 both sides are 1.

## Tunnelling with an exponential transmission

In field emission, electrons tunnel from a metal through a surface barrier thinned by an applied field. Let x now be the energy of the motion normal to the surface, again measured from the chemical potential. Near x = 0 the transmission probability can be approximated by D₀ exp(ax), where D₀ is its value at x = 0 and 1/a is the energy over which it grows by a factor e. The condition aT < 1 says that the Fermi tail, which falls as exp(−x/T), decays faster than the transmission grows.

For free electrons, the supply of carriers with energy x in the motion normal to the surface is proportional to T log(1 + exp(−x/T)), whose derivative is −f(x). Two integrations by parts, with vanishing boundary terms for 0 < aT < 1, give

∫ T log(1 + exp(−x/T)) exp(ax) dx = (1/a) ∫ f(x) exp(ax) dx = (1/a²) ∫ (−f′(x)) exp(ax) dx.

At zero temperature the supply is −x for x < 0 and zero above, and the corresponding integral is 1/a². If D₀ and a do not change with temperature, the thermal average is therefore the ratio of the current at T to the current at zero temperature. This reduction is an argument by hand; the Lean file starts from the average. For free electrons with this exponential transmission and 0 < aT < 1, the second-order expansion thus underestimates the thermal enhancement of the current.

The model extends the exponential to all energies, with no band bottom and no barrier top. A real transmission probability cannot exceed 1, so the divergence at aT ≥ 1 signals a failure of the exponential approximation, not an infinite current.

## Occupation as the integration variable

Write t = f(x) for the occupation and s = aT. From the definition of f,

1 − f = exp(x/T) f,

which is `fermi_vacancy`. Differentiating f gives

f′ = −exp(x/T)/(T (exp(x/T) + 1)²) = −f(1 − f)/T,

which is `hasDerivAt_fermi`. Raising the ratio (1 − f)/f = exp(x/T) to the power s gives

exp(ax) = f^(−s) (1 − f)^s.

The right-hand side is `weight s t` at t = f(x). As x runs over the line, t takes each value between 0 and 1 exactly once; the inverse is x = T log((1 − t)/t). This is `fermi_bijOn`. Since f decreases, −f′(x) dx is the positive measure dt, and

∫ (−f′(x)) exp(ax) dx = ∫₀¹ t^(−s) (1 − t)^s dt.

In Lean, `integrand_eq` matches the two integrands, with the absolute value |f′| that Mathlib's change-of-variables theorems require. One of these theorems transfers integrability and is used in `integrable_iff`. The other transfers the value and is used in `thermalAverage_exp`.

## Euler's beta integral gives the sine

For 0 < s < 1 the integral over t is a beta function, which can be written with gamma functions:

∫₀¹ t^(−s) (1 − t)^s dt = B(1 − s, 1 + s) = Γ(1 − s) Γ(1 + s)/Γ(2).

Now Γ(2) = 1 and Γ(1 + s) = s Γ(s), and the reflection formula is Γ(s) Γ(1 − s) = π/sin(πs). The result is

s Γ(s) Γ(1 − s) = πs/sin(πs).

The lemma `integral_weight` follows this calculation. Mathlib's beta integral is complex, so the step `hp` first shows that its integrand agrees with the real weight for 0 < t < 1. Convergence of the beta integral then gives integrability of the weight. For the value, `hG` holds the gamma-function identity and `hR` the reflection formula, and `linear_combination` joins them.

## Divergence in the high-energy tail

Convergence for s < 1 is now established. For the converse, look at small t, which means high energy. If 0 < t < 1/2, then 2(1 − t) > 1, so 2^s (1 − t)^s ≥ 1 and

t^(−s) ≤ 2^s t^(−s) (1 − t)^s.

If the weight is integrable on (0, 1), then t^(−s) is integrable on (0, 1/2). A power t^(−s) is integrable there only when s < 1. In `integrable_iff` the comparison is made by `Integrable.mono'`, and the criterion for powers is `intervalIntegral.integrableOn_Ioo_rpow_iff`.

The closed formula is finite at every non-integer s > 1, although the integral diverges there. At s = 3/2 it returns −3π/2, whose sign exposes the error because the integrand is positive everywhere. At s = 5/2 it returns 5π/2, a positive number that is just as meaningless as an enhancement factor. The condition aT < 1 must therefore be checked separately. Lean's integral does not return an infinite value in the divergent case, since it assigns the value 0 to a function that is not integrable; this is why convergence has a theorem of its own.

## An upper bound on the sine gives the strict inequality

Put y = πaT, so that 0 < y < π and sin y > 0. The claim 1 + y²/6 < y/sin y is equivalent to

(1 + y²/6) sin y < y.

Start from cos x ≥ 1 − x²/2 and integrate from 0 three times. For x ≥ 0 this gives in turn

sin x ≥ x − x³/6,

cos x ≤ 1 − x²/2 + x⁴/24,

sin x ≤ x − x³/6 + x⁵/120.

Inserting the last bound at x = y and multiplying out, the cubic terms cancel:

(1 + y²/6)(y − y³/6 + y⁵/120) = y − y⁵(14 − y²)/720.

Because y² < π² < 14, the subtracted term is positive, and the product is strictly less than y.

In `sommerfeld_lt_thermalAverage`, the auxiliary statement `up` replaces each integration: a function that vanishes at 0 and has a nonnegative derivative for x ≥ 0 is nonnegative there. The steps `s1`, `s2` and `s3` are the three bounds in the order above, with `s3` taken at y. After `lt_div_iff₀` has cleared the denominator, the first line of the `calc` block inserts the sine bound. The second uses `h5`, the positivity of y⁵(14 − y²), to finish.
